# In a two-level double-well model, a finite-difference force constant misses the instability exactly when the displacement reaches the well

Before a finite-difference phonon run I have to choose how far to displace the atoms. I take the PAW forces at +h and −h along a mode, subtract the force at +h from the force at −h, divide by 2h, and read the sign: a negative force constant means that the symmetric structure is unstable. For one soft mode the answer depends on my choice. A small h gives a negative force constant and a larger h gives a positive one. I had chosen the larger h to keep the forces well above the numerical noise. Can a large displacement hide a real instability even if the forces are perfect, and if so, how large is too large?

## The sign changes at the bottom of the well

Yes, it can. In a model with one coordinate and two electronic levels, the threshold can be written down. If the symmetric point is unstable, the central difference gives a nonnegative force constant exactly when h is at least the distance from the symmetric point to the energy minimum. Forces without any noise don't help, because the error comes from the distance over which the curvature is averaged.

Let x be the displacement along the mode, and let the energy be

E(x) = k x²/2 − s(x), with s(x) = √(g²x² + d²).

The first term is an elastic energy of stiffness k > 0. The second is the lower of two electronic levels ±s(x), the eigenvalues of a 2×2 Hamiltonian with diagonal entries ±g x and off-diagonal entry d. So g > 0 says how fast the displacement splits the levels, and d > 0 is the coupling that keeps them apart at x = 0. Note that d is an energy here, while the displacement step is h.

**Slope.** The chain rule gives s'(x) = g²x/s(x), and therefore

E'(x) = x (k − g²/s(x)).

**Curvature at the symmetric point.** Differentiating the product once more gives k − g²/s(x) plus a term that carries a factor x. At x = 0 that term vanishes and s(0) = d, so

E''(0) = k − g²/d.

This is negative exactly when k d < g². Physically, a small distortion then lowers the lower electronic level by more than it raises the elastic energy. Assume this from here on.

**Position of the well.** For x > 0 the slope vanishes only if s(x) = g²/k. Squaring gives g²x² + d² = g⁴/k², whose only positive solution is

x₀ = √(g²/k² − d²/g²).

The number under the root is positive because k d < g². To see that x₀ is a global minimum, replace x² by (s² − d²)/g² and complete the square:

E(x) = (k/(2g²)) (s(x) − g²/k)² − g²/(2k) − k d²/(2g²).

The square is never negative, and it vanishes at x₀.

**Finite difference.** Write D(h) for the central-difference force constant. Since s(−h) = s(h), the slope at −h is minus the slope at h, and for h > 0

D(h) = (E'(h) − E'(−h))/(2h) = k − g²/s(h).

Hence D(h) ≥ 0 means s(h) ≥ g²/k, which is s(h) ≥ s(x₀). As s increases for positive arguments, this is the same as h ≥ x₀.

**Direction of the error.** For every h > 0 we have s(h) > d, so D(h) > E''(0). In this model the finite difference always makes the symmetric point look stiffer than it is.

Take k = 1, g = 1 and d = 0.6 in consistent units. Then x₀ = 0.8 and E''(0) = −0.67. The finite difference gives −0.54 at h = 0.25, zero at h = 0.8 and +0.36 at h = 1.44. The last value would be reported as a stable mode.

For your soft mode this means that, within the model, the negative value is the one to believe: D(h) < 0 implies E''(0) < 0, whereas D(h) ≥ 0 settles nothing about the symmetric point. The useful comparison is between h and the distance to a possible distorted minimum.

## What the Lean statement says

The function s is called `halfGap`, since the two levels are 2s(x) apart. The energy E is `energy k g d`, and x₀ is `wellPosition k g d`. All quantities are real numbers without units.

The finite difference `fdForceConstant` is defined for an arbitrary function `E : ℝ → ℝ` from its slopes at h and −h, so the formula k − g²/s(h) is a theorem about this energy and is not built into the definition. It uses slopes, whereas a code prints forces, which are their negatives; with forces F the same quantity is −(F(h) − F(−h))/(2h).

The main theorem, `instability_missed_iff`, assumes `0 < k`, `0 < g`, `0 < d` and `k * d < g ^ 2`, and concludes four things:

- the second derivative of the energy at 0 is negative;
- `wellPosition k g d` is positive;
- a positive x has zero slope if and only if it equals `wellPosition k g d`;
- for every h > 0, the finite-difference force constant is nonnegative if and only if `wellPosition k g d ≤ h`.

Two further theorems complete the account. `energy_wellPosition_le` says that the energy is nowhere lower than at x₀. `curvature_lt_fdForceConstant` says that the finite difference strictly exceeds the true curvature; it needs only g, d and h positive, so it also applies when the symmetric point is stable.

Slopes and curvatures are written with Lean's `deriv`, which returns 0 where a function has no derivative. The lemma `hasDerivAt_energy` therefore matters: it shows that the slope exists at every x, so a zero slope here is a real stationary point.

The step left to you is from this energy to your material: that the PAW total energy along your mode has this shape, with a single coordinate, two levels and constant k, g and d. Nothing specific to PAW enters, and the forces are taken as exact derivatives of the energy. The direction of the error also belongs to this shape; an energy with a negative quartic term can err the other way.

The strict inequality k d < g² can't be relaxed to k d ≤ g². With k = g = d = 1 the two sides are equal, and

E'(x) = x (1 − 1/√(x² + 1)).

The curvature at 0 is then zero instead of negative, and the slope is positive for every x > 0, so there is no positive stationary point and no instability to miss.

```lean
import Mathlib

open Real

namespace FiniteDisplacementInstability

noncomputable section

variable {k g d : ℝ}

/-- Half the separation of two electronic levels, the eigenvalues of a 2×2 Hamiltonian with diagonal
entries `g x` and `-g x` and off-diagonal entry `d`. -/
def halfGap (g d x : ℝ) : ℝ := √(g ^ 2 * x ^ 2 + d ^ 2)

/-- Energy along the displacement `x`: an elastic term of stiffness `k` plus the energy of
the lower electronic level. -/
def energy (k g d x : ℝ) : ℝ := k * x ^ 2 / 2 - halfGap g d x

/-- Central-difference force constant of an energy `E`, from the slopes at the displacements `h` and
`-h`, for `h ≠ 0` and `E` differentiable at both. -/
def fdForceConstant (E : ℝ → ℝ) (h : ℝ) : ℝ := (deriv E h - deriv E (-h)) / (2 * h)

/-- The position `√(g²/k² - d²/g²)`, for nonzero `k` and `g` with `k²d² ≤ g⁴`. -/
def wellPosition (k g d : ℝ) : ℝ := √(g ^ 2 / k ^ 2 - d ^ 2 / g ^ 2)

/-- For nonzero coupling, here `d > 0`, the half-gap is positive at every displacement. -/
theorem halfGap_pos (g : ℝ) (hd : 0 < d) (x : ℝ) : 0 < halfGap g d x :=
  Real.sqrt_pos.2 (by positivity)

/-- For `d > 0` the half-gap changes with displacement at the rate `g² x / halfGap`. -/
theorem hasDerivAt_halfGap (g : ℝ) (hd : 0 < d) (x : ℝ) :
    HasDerivAt (halfGap g d) (g ^ 2 * x / halfGap g d x) x := by
  have hr : g ^ 2 * x ^ 2 + d ^ 2 ≠ 0 := by positivity
  have hsq : HasDerivAt (fun y : ℝ => y ^ 2) (2 * x) x := by
    simpa using hasDerivAt_pow 2 x
  have h1 : HasDerivAt (fun y : ℝ => g ^ 2 * y ^ 2 + d ^ 2) (g ^ 2 * (2 * x)) x :=
    (hsq.const_mul (g ^ 2)).add_const (d ^ 2)
  have h2 : HasDerivAt (fun y : ℝ => √(g ^ 2 * y ^ 2 + d ^ 2))
      (g ^ 2 * (2 * x) / (2 * √(g ^ 2 * x ^ 2 + d ^ 2))) x := h1.sqrt hr
  exact h2.congr_deriv (by unfold halfGap; ring)

/-- For `d > 0` the slope of the energy is `x (k - g² / halfGap)`. -/
theorem hasDerivAt_energy (k g : ℝ) (hd : 0 < d) (x : ℝ) :
    HasDerivAt (energy k g d) (x * (k - g ^ 2 / halfGap g d x)) x := by
  have hsq : HasDerivAt (fun y : ℝ => y ^ 2) (2 * x) x := by
    simpa using hasDerivAt_pow 2 x
  have h := ((hsq.const_mul k).div_const 2).fun_sub (hasDerivAt_halfGap g hd x)
  exact h.congr_deriv (by ring)

/-- For `d > 0` the true force constant at the undisplaced geometry is `k - g²/d`. -/
theorem curvature_origin (k g : ℝ) (hd : 0 < d) :
    deriv (deriv (energy k g d)) 0 = k - g ^ 2 / d := by
  have hF : deriv (energy k g d) = fun x => x * (k - g ^ 2 / halfGap g d x) :=
    funext fun x => (hasDerivAt_energy k g hd x).deriv
  have h0 : halfGap g d 0 = d := by simp [halfGap, Real.sqrt_sq hd.le]
  have hq := ((hasDerivAt_const (0 : ℝ) (g ^ 2)).fun_div (hasDerivAt_halfGap g hd 0)
    (halfGap_pos g hd 0).ne').const_sub k
  rw [hF, ((hasDerivAt_id' (0 : ℝ)).fun_mul hq).deriv]
  simp [h0]

/-- For `k, g, d > 0` and `k d < g²`, the well position is positive and the half-gap there
equals `g²/k`. -/
theorem wellPosition_spec (hk : 0 < k) (hg : 0 < g) (hd : 0 < d) (hkd : k * d < g ^ 2) :
    0 < wellPosition k g d ∧ halfGap g d (wellPosition k g d) = g ^ 2 / k := by
  have hpos : 0 < g ^ 2 / k ^ 2 - d ^ 2 / g ^ 2 := by
    rw [sub_pos, div_lt_div_iff₀ (by positivity) (by positivity)]
    have := mul_self_lt_mul_self (by positivity : 0 ≤ k * d) hkd
    linarith
  refine ⟨Real.sqrt_pos.2 hpos, ?_⟩
  have e : g ^ 2 * (g ^ 2 / k ^ 2 - d ^ 2 / g ^ 2) + d ^ 2 = (g ^ 2 / k) ^ 2 := by
    field_simp
    ring
  unfold halfGap wellPosition
  rw [Real.sq_sqrt hpos.le, e, Real.sqrt_sq (by positivity)]

/-- For `g > 0` and nonnegative displacements, a larger displacement means a larger
half-gap, and conversely. -/
theorem halfGap_le_iff (hg : 0 < g) (d : ℝ) {x y : ℝ} (hx : 0 ≤ x) (hy : 0 ≤ y) :
    halfGap g d x ≤ halfGap g d y ↔ x ≤ y := by
  unfold halfGap
  rw [Real.sqrt_le_sqrt_iff (by positivity)]
  constructor
  · intro h
    have h2 : x ^ 2 ≤ y ^ 2 := le_of_mul_le_mul_left (by linarith) (pow_pos hg 2)
    exact (sq_le_sq₀ hx hy).1 h2
  · intro h
    gcongr

/-- For `d > 0` and `h ≠ 0` the central-difference force constant is
`k - g² / halfGap`, with the half-gap taken at the displacement `h`. -/
theorem fdForceConstant_energy (k g : ℝ) (hd : 0 < d) {h : ℝ} (hh : h ≠ 0) :
    fdForceConstant (energy k g d) h = k - g ^ 2 / halfGap g d h := by
  have hs : halfGap g d (-h) = halfGap g d h := by simp [halfGap]
  unfold fdForceConstant
  rw [(hasDerivAt_energy k g hd h).deriv, (hasDerivAt_energy k g hd (-h)).deriv, hs,
    div_eq_iff (mul_ne_zero two_ne_zero hh)]
  ring

/-- For `g, d > 0` and every displacement `h > 0`, the central difference strictly
overestimates the true force constant at the origin. -/
theorem curvature_lt_fdForceConstant (k : ℝ) (hg : 0 < g) (hd : 0 < d) {h : ℝ}
    (hh : 0 < h) :
    deriv (deriv (energy k g d)) 0 < fdForceConstant (energy k g d) h := by
  rw [curvature_origin k g hd, fdForceConstant_energy k g hd hh.ne']
  have hlt : d < halfGap g d h := by
    apply Real.lt_sqrt_of_sq_lt
    have : 0 < g ^ 2 * h ^ 2 := by positivity
    linarith
  have := div_lt_div_of_pos_left (pow_pos hg 2) hd hlt
  linarith

/-- For `k, g, d > 0` and `k d < g²`, the energy is nowhere lower than at the well
position. -/
theorem energy_wellPosition_le (hk : 0 < k) (hg : 0 < g) (hd : 0 < d)
    (hkd : k * d < g ^ 2) (x : ℝ) :
    energy k g d (wellPosition k g d) ≤ energy k g d x := by
  -- complete the square in the half-gap
  have key : ∀ y, energy k g d y = k / (2 * g ^ 2) * (halfGap g d y - g ^ 2 / k) ^ 2
      - g ^ 2 / (2 * k) - k * d ^ 2 / (2 * g ^ 2) := by
    intro y
    have hs : halfGap g d y ^ 2 = g ^ 2 * y ^ 2 + d ^ 2 := Real.sq_sqrt (by positivity)
    have hy : y ^ 2 = (halfGap g d y ^ 2 - d ^ 2) / g ^ 2 := by
      rw [eq_div_iff (by positivity)]
      linarith
    unfold energy
    rw [hy]
    field_simp
    ring
  rw [key (wellPosition k g d), key x, (wellPosition_spec hk hg hd hkd).2, sub_self]
  have : 0 ≤ k / (2 * g ^ 2) * (halfGap g d x - g ^ 2 / k) ^ 2 := by positivity
  linarith

/-- Let `k, g, d > 0` and `k d < g²`. The curvature at the origin is negative, the well
position is the only positive stationary point, and the central-difference force constant
at `h > 0` is nonnegative exactly when `h` is at least the well position. -/
theorem instability_missed_iff (hk : 0 < k) (hg : 0 < g) (hd : 0 < d)
    (hkd : k * d < g ^ 2) :
    deriv (deriv (energy k g d)) 0 < 0 ∧
    0 < wellPosition k g d ∧
    (∀ x, 0 < x → (deriv (energy k g d) x = 0 ↔ x = wellPosition k g d)) ∧
    (∀ h, 0 < h → (0 ≤ fdForceConstant (energy k g d) h ↔ wellPosition k g d ≤ h)) := by
  obtain ⟨hw, hgap⟩ := wellPosition_spec hk hg hd hkd
  refine ⟨?_, hw, ?_, ?_⟩
  · rw [curvature_origin k g hd, sub_neg, lt_div_iff₀ hd]
    exact hkd
  · intro x hx
    rw [(hasDerivAt_energy k g hd x).deriv]
    constructor
    · intro h
      have h1 := (mul_eq_zero.1 h).resolve_left hx.ne'
      have h2 := (div_eq_iff (halfGap_pos g hd x).ne').1
        (by linarith : g ^ 2 / halfGap g d x = k)
      -- a stationary point has the same half-gap as the well
      have h3 : halfGap g d x = halfGap g d (wellPosition k g d) := by
        rw [hgap, eq_div_iff hk.ne']
        linarith
      exact le_antisymm ((halfGap_le_iff hg d hx.le hw.le).1 h3.le)
        ((halfGap_le_iff hg d hw.le hx.le).1 h3.ge)
    · intro h
      have h4 : g ^ 2 / (g ^ 2 / k) = k := by field_simp
      rw [h, hgap, h4, sub_self, mul_zero]
  · intro h hh
    -- the sign is decided by comparing the half-gap with its value in the well
    rw [fdForceConstant_energy k g hd hh.ne', sub_nonneg,
      div_le_iff₀ (halfGap_pos g hd h), ← div_le_iff₀' hk, ← hgap]
    exact halfGap_le_iff hg d hw.le hh.le

end

end FiniteDisplacementInstability
```

```lean
#print axioms FiniteDisplacementInstability.curvature_lt_fdForceConstant
-- 'FiniteDisplacementInstability.curvature_lt_fdForceConstant' depends on axioms: [propext, Classical.choice, Quot.sound]
#print axioms FiniteDisplacementInstability.energy_wellPosition_le
-- 'FiniteDisplacementInstability.energy_wellPosition_le' depends on axioms: [propext, Classical.choice, Quot.sound]
#print axioms FiniteDisplacementInstability.instability_missed_iff
-- 'FiniteDisplacementInstability.instability_missed_iff' depends on axioms: [propext, Classical.choice, Quot.sound]
```

## From the slope formula to the threshold

The first lemmas supply the calculus. `halfGap_pos` records that s(x) > 0, which permits division by it. `hasDerivAt_halfGap` is the chain rule for the square root; the rule requires a nonzero radicand, and d > 0 guarantees one. `hasDerivAt_energy` adds the elastic term and rearranges the result into x (k − g²/s(x)).

`curvature_origin` first establishes that formula for the slope as an equality of functions, `hF`, because a second derivative needs the first one in a whole neighbourhood and not just at a point. It then applies the product rule at 0. The final `simp` removes the term with the factor x and inserts s(0) = d.

`wellPosition_spec` contains the algebra of the well. Squaring k d < g² shows that the number under the root is positive. The identity `e` is the equation g²x₀² + d² = (g²/k)², and taking its root gives s(x₀) = g²/k. `halfGap_le_iff` provides the monotonicity: for nonnegative x and y, s(x) ≤ s(y) holds exactly when x ≤ y.

`fdForceConstant_energy` is the symmetry step. It replaces s(−h) by s(h), inserts the two slopes and cancels 2h. `curvature_lt_fdForceConstant` then compares g²/s(h) with g²/d, using d < s(h). In `energy_wellPosition_le`, the statement `key` is the completed square from above; at x₀ the square is zero, and elsewhere it is at least zero.

The main theorem assembles these results. The negative curvature is the hypothesis k d < g² after division by d. For the stationary points, a zero slope at x > 0 forces the bracket to vanish, so s(x) = s(x₀). Monotonicity used in both directions gives x ≤ x₀ and x₀ ≤ x, and `le_antisymm` concludes that they are equal. Conversely, inserting s(x₀) = g²/k into the slope gives zero.

The last part is a chain of rewrites that follows the derivation line by line: 0 ≤ k − g²/s(h) becomes g²/s(h) ≤ k, then g²/k ≤ s(h), then s(x₀) ≤ s(h). `halfGap_le_iff` turns this into x₀ ≤ h, which is the threshold for your displacement.
